# Every energy function of N two-valued spins has a unique expansion in orthonormal cluster products

In a binary alloy on a fixed lattice, each site holds one of two species, and the energy depends on the whole arrangement. A cluster expansion writes this energy as a constant plus point, pair, triplet and higher terms. Can such a sum reproduce any energy whatever, and what error is made when most terms are left out?

Take a finite set of $N$ sites, the type `ι` in Lean. No geometry or lattice symmetry is assumed.

```lean
import Mathlib

open Finset

namespace ClusterExpansion

noncomputable section

variable {ι : Type*} [Fintype ι] [DecidableEq ι]
```

A configuration $s$ gives each site $i$ a Boolean label $s_i$.

```lean
/-- A configuration assigns one of two species (or spin directions) to every site. -/
abbrev Config (ι : Type*) := ι → Bool
```

The label is read as a spin $\sigma(s_i)=\pm1$.

```lean
/-- The spin value, `1` or `-1`, of a site occupation. -/
def spin : Bool → ℝ
  | true => 1
  | false => -1
```

A cluster $S$ is any subset of the sites, near or far apart, with product $\varphi_S(s)=\prod_{i\in S}\sigma(s_i)$. The empty cluster has $\varphi_\emptyset=1$.

```lean
/-- The cluster product: the product of the spins on the sites of the cluster `S`. -/
def cluster (S : Finset ι) (s : Config ι) : ℝ := ∏ i ∈ S, spin (s i)
```

The uniform average is $\langle f\rangle=2^{-N}\sum_s f(s)$. It weights all configurations equally, whatever their composition, as if each site independently held either species with probability $1/2$. There is no Boltzmann factor, and the composition is equiatomic only on average.

```lean
/-- The uniform average over all `2 ^ N` configurations. -/
def avg (f : Config ι → ℝ) : ℝ := (∑ s, f s) / 2 ^ Fintype.card ι
```

The effective cluster interaction is the projection $J_S=\langle E\varphi_S\rangle$, where $E$ is any real function of the configuration.

```lean
/-- The effective cluster interaction `J_S`: the average of the energy times the
cluster product on `S`. -/
def eci (E : Config ι → ℝ) (S : Finset ι) : ℝ := avg fun s => E s * cluster S s
```

## Orthonormality, site by site

Two facts about spins are recorded first, for use in the completeness relation below. Equal spins multiply to $1$:

```lean
/-- The square of a spin value is one. -/
theorem spin_mul_self (a : Bool) : spin a * spin a = 1 := by
  cases a <;> simp [spin]
```

Opposite spins multiply to $-1$:

```lean
/-- The product of two opposite spins is minus one. -/
theorem spin_mul_of_ne {a b : Bool} (h : a ≠ b) : spin a * spin b = -1 := by
  cases a <;> cases b <;> first | exact absurd rfl h | simp [spin]
```

The average is also linear. For coefficients $c_S$ and functions $f_S$, exchanging the two finite sums gives $\langle\sum_S c_S f_S\rangle=\sum_S c_S\langle f_S\rangle$.

```lean
/-- The average of a linear combination of functions labelled by clusters is the linear
combination of their averages. -/
theorem avg_sum (c : Finset ι → ℝ) (f : Finset ι → Config ι → ℝ) :
    avg (fun s => ∑ S, c S * f S s) = ∑ S, c S * avg (fun s => f S s) := by
  unfold avg
  rw [Finset.sum_comm, Finset.sum_div]
  refine Finset.sum_congr rfl fun S _ => ?_
  rw [← Finset.mul_sum, mul_div_assoc]
```

In $\sum_s\varphi_S(s)\varphi_T(s)$ each site is summed independently, so the sum is a product of one factor per site:

- A site in both clusters gives $1\cdot1+(-1)(-1)=2$.
- A site in neither gives $1+1=2$.
- A site in exactly one gives $1-1=0$.

If $S=T$, the product is $2^N$ and the average is $1$. If $S\ne T$, some site lies in exactly one of them and the average is $0$. In the proof, `Finset.prod_univ_sum` performs the factorisation, and `by_cases hST` separates the two cases.

```lean
/-- Cluster products are orthonormal under the uniform average. -/
theorem cluster_orthonormal (S T : Finset ι) :
    avg (fun s => cluster S s * cluster T s) = if S = T then 1 else 0 := by
  -- the sum over configurations factorises into independent sums over each site
  have h : ∑ s : Config ι, cluster S s * cluster T s =
      ∏ i, ∑ b : Bool, (if i ∈ S then spin b else 1) * (if i ∈ T then spin b else 1) := by
    rw [Finset.prod_univ_sum, Fintype.piFinset_univ]
    refine Finset.sum_congr rfl fun s _ => ?_
    rw [Finset.prod_mul_distrib]
    simp [cluster, Finset.prod_ite_mem]
  unfold avg
  rw [h]
  by_cases hST : S = T
  · subst hST
    have h2 : ∀ i, ∑ b : Bool,
        (if i ∈ S then spin b else 1) * (if i ∈ S then spin b else 1) = 2 := by
      intro i
      by_cases hi : i ∈ S <;> simp [hi, spin]
      norm_num
    rw [Finset.prod_congr rfl (fun i _ => h2 i)]
    simp
  · -- a site belonging to only one of the clusters averages to zero
    obtain ⟨i, hi⟩ : ∃ i, ¬(i ∈ S ↔ i ∈ T) := by
      by_contra hc
      exact hST (Finset.ext fun i => by
        by_contra hi
        exact hc ⟨i, hi⟩)
    have h0 : ∑ b : Bool,
        (if i ∈ S then spin b else 1) * (if i ∈ T then spin b else 1) = 0 := by
      by_cases h1 : i ∈ S <;> by_cases h2 : i ∈ T <;>
        first
        | (exfalso; apply hi; simp [h1, h2]; done)
        | simp [h1, h2, spin]
    rw [Finset.prod_eq_zero (Finset.mem_univ i) h0, if_neg hST, zero_div]
```

## Completeness and the expansion

Now fix two configurations $s,t$ and sum over clusters. Multiplying out a product of binomials selects a subset of sites, so
$$\sum_S\varphi_S(s)\varphi_S(t)=\prod_i\bigl(1+\sigma(s_i)\sigma(t_i)\bigr).$$
Every factor is $2$ when $s=t$; otherwise a site where they differ contributes $1-1=0$. `Finset.prod_one_add` is the multiplying out.

```lean
omit [DecidableEq ι] in
/-- Completeness relation: summed over all clusters, the product of the cluster products of
two configurations is `2 ^ N` if the configurations coincide and zero otherwise. -/
theorem cluster_complete (s t : Config ι) :
    ∑ S : Finset ι, cluster S s * cluster S t =
      if s = t then 2 ^ Fintype.card ι else 0 := by
  have h : ∑ S : Finset ι, cluster S s * cluster S t =
      ∏ i, (1 + spin (s i) * spin (t i)) := by
    rw [Finset.prod_one_add, Finset.powerset_univ]
    exact Finset.sum_congr rfl fun S _ => by simp only [cluster, Finset.prod_mul_distrib]
  rw [h]
  by_cases hst : s = t
  · subst hst
    have h2 : ∀ i, 1 + spin (s i) * spin (s i) = 2 := fun i => by
      rw [spin_mul_self]; norm_num
    rw [if_pos rfl]
    simp only [h2, Finset.prod_const, Finset.card_univ]
  · -- a site where the configurations differ gives a vanishing factor
    obtain ⟨i, hi⟩ := Function.ne_iff.mp hst
    have h0 : 1 + spin (s i) * spin (t i) = 0 := by
      rw [spin_mul_of_ne hi]; norm_num
    rw [if_neg hst]
    exact Finset.prod_eq_zero (Finset.mem_univ i) h0
```

Inserting the definition of $J_S$ and exchanging the sums gives
$$\sum_S J_S\varphi_S(s)=\sum_t\frac{E(t)}{2^N}\sum_S\varphi_S(t)\varphi_S(s)=E(s),$$
since only $t=s$ survives. The `calc` block follows these equalities.

```lean
/-- Every energy function is the sum over clusters of its effective cluster interaction
times the cluster product. -/
theorem energy_eq_sum (E : Config ι → ℝ) (s : Config ι) :
    E s = ∑ S, eci E S * cluster S s := by
  symm
  calc ∑ S, eci E S * cluster S s
      = ∑ S : Finset ι, ∑ t : Config ι,
          E t / 2 ^ Fintype.card ι * (cluster S t * cluster S s) := by
        refine Finset.sum_congr rfl fun S _ => ?_
        unfold eci avg
        rw [Finset.sum_div, Finset.sum_mul]
        exact Finset.sum_congr rfl fun t _ => by ring
    _ = ∑ t : Config ι, E t / 2 ^ Fintype.card ι *
          ∑ S : Finset ι, cluster S t * cluster S s := by
        rw [Finset.sum_comm]
        simp only [Finset.mul_sum]
    _ = E s := by
        -- only the configuration `t = s` survives
        simp [cluster_complete]
```

The empty cluster belongs to the sum: its coefficient $J_\emptyset=\langle E\rangle$ is the mean energy, so leaving it out spoils the identity whenever that mean is nonzero.

If also $E=\sum_S K_S\varphi_S$ for some coefficients $K_S$, multiply by $\varphi_T$ and average. Orthonormality leaves $J_T=\sum_S K_S\langle\varphi_S\varphi_T\rangle=K_T$.

```lean
/-- The coefficients are unique: any expansion of the energy in cluster products has the
effective cluster interactions as its coefficients. -/
theorem eci_unique {E : Config ι → ℝ} {K : Finset ι → ℝ}
    (h : ∀ s, E s = ∑ S, K S * cluster S s) (T : Finset ι) : eci E T = K T := by
  have hE : (fun s => E s * cluster T s) =
      fun s => ∑ S, K S * (cluster S s * cluster T s) := by
    funext s
    rw [h s, Finset.sum_mul]
    exact Finset.sum_congr rfl fun S _ => by ring
  unfold eci
  rw [hE]
  refine (avg_sum K _).trans ?_
  simp [cluster_orthonormal]
```

## The mean square energy

Expanding one of the two factors of $E$ and using linearity,
$$\langle E^2\rangle=\sum_S J_S\langle E\varphi_S\rangle=\sum_S J_S^2.$$

```lean
/-- The mean square energy is the sum of the squared effective cluster interactions. -/
theorem avg_energy_sq (E : Config ι → ℝ) :
    avg (fun s => E s ^ 2) = ∑ S, eci E S ^ 2 := by
  have h : (fun s => E s ^ 2) = fun s => ∑ S, eci E S * (E s * cluster S s) := by
    funext s
    calc E s ^ 2 = E s * ∑ S, eci E S * cluster S s := by
          rw [← energy_eq_sum E s, sq]
      _ = _ := by
          rw [Finset.mul_sum]
          exact Finset.sum_congr rfl fun S _ => by ring
  rw [h]
  refine (avg_sum (eci E) _).trans ?_
  exact Finset.sum_congr rfl fun S _ => (sq (eci E S)).symm
```

The next theorem collects orthonormality, the expansion and the mean square formula, and adds the count of clusters, $2^N$, equal to the number of configurations. Uniqueness is stated separately, in `eci_unique`. It holds for every finite $N$, including $N=0$, where the only cluster is empty.

```lean
/-- The cluster expansion: there are `2 ^ N` clusters, their products are orthonormal, every
energy function is expanded in them with coefficients `J_S`, and its mean square is the sum
of the `J_S ^ 2`. -/
theorem cluster_expansion :
    Fintype.card (Finset ι) = 2 ^ Fintype.card ι ∧
    (∀ S T : Finset ι,
      avg (fun s => cluster S s * cluster T s) = if S = T then 1 else 0) ∧
    ∀ E : Config ι → ℝ,
      (∀ s, E s = ∑ S, eci E S * cluster S s) ∧
      avg (fun s => E s ^ 2) = ∑ S, eci E S ^ 2 :=
  ⟨Fintype.card_finset, cluster_orthonormal, fun E => ⟨energy_eq_sum E, avg_energy_sq E⟩⟩
```

## The error of a truncated expansion

Keep only a set $A$ of clusters, with arbitrary coefficients $K_S$, fitted or guessed. The residual is
$$D=E-\sum_{S\in A}K_S\varphi_S=\sum_{S\in A}(J_S-K_S)\varphi_S+\sum_{S\notin A}J_S\varphi_S.$$
By uniqueness these are its effective interactions (`hD` in the proof), and the mean square formula applied to $D$ gives
$$\langle D^2\rangle=\sum_{S\in A}(J_S-K_S)^2+\sum_{S\notin A}J_S^2.$$
Lean writes the omitted clusters as `Aᶜ`.

```lean
/-- The mean square error of an expansion truncated to the clusters in `A`, with any
coefficients `K`, is the sum of the squared coefficient errors on `A` plus the sum of the
squared interactions of the omitted clusters. -/
theorem truncation_error (E : Config ι → ℝ) (A : Finset (Finset ι)) (K : Finset ι → ℝ) :
    avg (fun s => (E s - ∑ S ∈ A, K S * cluster S s) ^ 2) =
      ∑ S ∈ A, (eci E S - K S) ^ 2 + ∑ S ∈ Aᶜ, eci E S ^ 2 := by
  -- the interactions of the residual energy follow from uniqueness
  have hD : ∀ S, eci (fun s => E s - ∑ S ∈ A, K S * cluster S s) S =
      eci E S - if S ∈ A then K S else 0 := by
    intro S
    refine eci_unique (K := fun S => eci E S - if S ∈ A then K S else 0) (fun s => ?_) S
    simp only [sub_mul, Finset.sum_sub_distrib, ite_mul, zero_mul, Finset.sum_ite_mem,
      Finset.univ_inter]
    rw [← energy_eq_sum E s]
  refine (avg_energy_sq (fun s => E s - ∑ S ∈ A, K S * cluster S s)).trans ?_
  simp only [hD]
  rw [← Finset.sum_add_sum_compl A]
  congr 1
  · exact Finset.sum_congr rfl fun S hS => by rw [if_pos hS]
  · exact Finset.sum_congr rfl fun S hS => by
      rw [if_neg (Finset.mem_compl.mp hS), sub_zero]

end

end ClusterExpansion
```

```lean
#print axioms ClusterExpansion.cluster_expansion
#print axioms ClusterExpansion.truncation_error
```

```
'ClusterExpansion.cluster_expansion' depends on axioms: [propext, Classical.choice, Quot.sound]
'ClusterExpansion.truncation_error' depends on axioms: [propext, Classical.choice, Quot.sound]
```

For a finite binary system on a fixed lattice, this separates the error of an alloy model fitted to electronic-structure energies into wrong coefficients and missing clusters. The error is averaged over all $2^N$ configurations, not over a training set, and nothing here says that the $J_S$ decay with cluster size.

The average could also have been weighted towards another composition, with independent sites of mean spin $m$ and $|m|<1$. The products of plain spins are then no longer orthonormal for $m\neq0$ and $N\ge1$; replacing each spin $\sigma$ by $(\sigma-m)/\sqrt{1-m^2}$ restores orthonormality, and the interactions then depend in general on the chosen composition.
